# For spinless fermions with a repulsion V/z between a site and each of z others, the Fock term of the site is at most V/(4z)

Suppose a spinless fermion on site \(i\) repels one on each of \(z\) other sites \(j\) with strength \(V/z\). The Fock term of site \(i\), the magnitude of its exchange energy with those sites, is \((V/z)\sum_j|\rho_{ij}|^2\), where \(\rho\) is the one-body density matrix. Bounding each squared coherence \(|\rho_{ij}|^2\) separately by a constant gives only an upper bound of order \(V\) on the Fock term, which does not show that exchange fades as \(z\) grows. Bounding the sum of the squared coherences does show it.

In Lean 4 with Mathlib:

```lean
import Mathlib

open Matrix Finset Filter Topology
open scoped ComplexOrder

namespace HartreeFockInfiniteDimensions

noncomputable section

variable {ι : Type*} [Fintype ι] [DecidableEq ι]

/-- A fermionic one-body density matrix: both `ρ` and `1 - ρ` are positive semidefinite. -/
structure IsOneBodyDensity (ρ : Matrix ι ι ℂ) : Prop where
  nonneg : ρ.PosSemidef
  pauli : (1 - ρ).PosSemidef

/-- The Fock term `(V/z) ∑ |ρ_ij|²` of site `i` with the `z` sites `j` of a nonempty set `S`. -/
def fockTerm (V : ℝ) (S : Finset ι) (ρ : Matrix ι ι ℂ) (i : ι) : ℝ :=
  V / (S.card : ℝ) * ∑ j ∈ S, ‖ρ i j‖ ^ 2

/-- The Hartree shift `(V/z) ∑ ρ_jj` produced by the `z` sites `j` of a nonempty set `S`. -/
def hartreeShift (V : ℝ) (S : Finset ι) (ρ : Matrix ι ι ℂ) : ℝ :=
  V / (S.card : ℝ) * ∑ j ∈ S, (ρ j j).re

/-- For a one-body density matrix, `ρ(1 - ρ)` is positive semidefinite. -/
theorem particle_hole_posSemidef {ρ : Matrix ι ι ℂ} (h : IsOneBodyDensity ρ) :
    (ρ * (1 - ρ)).PosSemidef := by
  have h1 := h.pauli.conjTranspose_mul_mul_same ρ
  rw [h.nonneg.isHermitian.eq] at h1
  have h2 := h.nonneg.conjTranspose_mul_mul_same (1 - ρ)
  rw [h.pauli.isHermitian.eq] at h2
  -- split into two manifestly positive pieces
  have e : ρ * (1 - ρ) = ρ * (1 - ρ) * ρ + (1 - ρ) * ρ * (1 - ρ) := by noncomm_ring
  rw [e]
  exact h1.add h2

/-- The total squared coherence of site `i` with all other sites is `ρ_ii(1 - ρ_ii)` minus the
diagonal element of `ρ(1 - ρ)`. -/
theorem sum_coherence_sq {ρ : Matrix ι ι ℂ} (h : ρ.IsHermitian) (i : ι) :
    ∑ j ∈ univ.erase i, ‖ρ i j‖ ^ 2
      = (ρ i i).re * (1 - (ρ i i).re) - ((ρ * (1 - ρ)) i i).re := by
  -- the full row sum is a diagonal element of ρ²
  have h1 : ∑ j, ‖ρ i j‖ ^ 2 = ((ρ * ρ) i i).re := by
    rw [Matrix.mul_apply, Complex.re_sum]
    refine Finset.sum_congr rfl fun j _ => ?_
    have hj : ρ j i = (starRingEnd ℂ) (ρ i j) := (h.apply j i).symm
    rw [hj, Complex.mul_conj, Complex.ofReal_re, Complex.sq_norm]
  have h2 : ‖ρ i i‖ ^ 2 + ∑ j ∈ univ.erase i, ‖ρ i j‖ ^ 2 = ∑ j, ‖ρ i j‖ ^ 2 :=
    Finset.add_sum_erase univ (fun j => ‖ρ i j‖ ^ 2) (mem_univ i)
  have him : (ρ i i).im = 0 := Complex.conj_eq_iff_im.mp (h.apply i i)
  have h3 : ‖ρ i i‖ ^ 2 = (ρ i i).re ^ 2 := by
    rw [Complex.sq_norm, Complex.normSq_apply, him]
    ring
  have h4 : ((ρ * (1 - ρ)) i i).re = (ρ i i).re - ((ρ * ρ) i i).re := by
    rw [mul_sub, mul_one, Matrix.sub_apply, Complex.sub_re]
  rw [h4]
  linarith

/-- For `V ≥ 0`, the Fock term of site `i` with `z` other sites is at most `V ρ_ii(1 - ρ_ii)/z`. -/
theorem fockTerm_le {ρ : Matrix ι ι ℂ} (h : IsOneBodyDensity ρ) {V : ℝ} (hV : 0 ≤ V)
    {S : Finset ι} {i : ι} (hi : i ∉ S) :
    fockTerm V S ρ i ≤ V * ((ρ i i).re * (1 - (ρ i i).re)) / (S.card : ℝ) := by
  have hd : 0 ≤ ((ρ * (1 - ρ)) i i).re := by
    have h0 : 0 ≤ (ρ * (1 - ρ)) i i := (particle_hole_posSemidef h).diag_nonneg
    exact (Complex.le_def.mp h0).1
  have hsub : S ⊆ univ.erase i := fun j hj =>
    Finset.mem_erase.mpr ⟨fun e => hi (e ▸ hj), mem_univ j⟩
  have hs : ∑ j ∈ S, ‖ρ i j‖ ^ 2 ≤ ∑ j ∈ univ.erase i, ‖ρ i j‖ ^ 2 :=
    Finset.sum_le_sum_of_subset_of_nonneg hsub fun j _ _ => sq_nonneg _
  rw [sum_coherence_sq h.nonneg.isHermitian i] at hs
  calc fockTerm V S ρ i
      ≤ V / (S.card : ℝ) * ((ρ i i).re * (1 - (ρ i i).re)) :=
        mul_le_mul_of_nonneg_left (by linarith) (by positivity)
    _ = _ := by ring

/-- For `V ≥ 0` and any density `x`, the bound `V x(1 - x)/z` is at most `V/(4z)`. -/
theorem density_bound_le_quarter {V : ℝ} (hV : 0 ≤ V) (x : ℝ) (z : ℕ) :
    V * (x * (1 - x)) / (z : ℝ) ≤ V / (4 * (z : ℝ)) := by
  have hx : x * (1 - x) ≤ 1 / 4 := by nlinarith [sq_nonneg (x - 1 / 2)]
  calc V * (x * (1 - x)) / (z : ℝ) = V / (z : ℝ) * (x * (1 - x)) := by ring
    _ ≤ V / (z : ℝ) * (1 / 4) := mul_le_mul_of_nonneg_left hx (by positivity)
    _ = _ := by ring

/-- For `V ≥ 0`, uniform density `n` and `z ≥ 1` neighbours, the Hartree shift is `V n`, while the
Fock term is at most `V n(1 - n)/z`, which is at most `V/(4z)`. -/
theorem hartree_and_fock {ρ : Matrix ι ι ℂ} (h : IsOneBodyDensity ρ) {V : ℝ} (hV : 0 ≤ V)
    {S : Finset ι} (hS : S.Nonempty) {i : ι} (hi : i ∉ S) {n : ℝ}
    (hn : ∀ j, ρ j j = (n : ℂ)) :
    hartreeShift V S ρ = V * n ∧
      fockTerm V S ρ i ≤ V * (n * (1 - n)) / (S.card : ℝ) ∧
      V * (n * (1 - n)) / (S.card : ℝ) ≤ V / (4 * (S.card : ℝ)) := by
  refine ⟨?_, ?_, density_bound_le_quarter hV n S.card⟩
  · have hc : (S.card : ℝ) ≠ 0 := Nat.cast_ne_zero.mpr hS.card_pos.ne'
    simp only [hartreeShift, hn, Complex.ofReal_re, Finset.sum_const, nsmul_eq_mul]
    rw [← mul_assoc, div_mul_cancel₀ V hc]
  · have hf := fockTerm_le h hV hi
    rwa [hn i, Complex.ofReal_re] at hf

/-- At fixed `V ≥ 0`, along any sequence of systems whose number of neighbours grows without bound,
the Fock term tends to zero. -/
theorem fockTerm_tendsto_zero {κ : ℕ → Type*} [∀ k, Fintype (κ k)] [∀ k, DecidableEq (κ k)]
    {ρ : ∀ k, Matrix (κ k) (κ k) ℂ} (h : ∀ k, IsOneBodyDensity (ρ k)) {V : ℝ} (hV : 0 ≤ V)
    {S : ∀ k, Finset (κ k)} {i : ∀ k, κ k} (hi : ∀ k, i k ∉ S k)
    (hz : Tendsto (fun k => (S k).card) atTop atTop) :
    Tendsto (fun k => fockTerm V (S k) (ρ k) (i k)) atTop (𝓝 0) := by
  have hc : Tendsto (fun k => ((S k).card : ℝ)) atTop atTop :=
    tendsto_natCast_atTop_atTop.comp hz
  have h4 : Tendsto (fun k => 4 * ((S k).card : ℝ)) atTop atTop :=
    hc.const_mul_atTop (by norm_num)
  refine squeeze_zero (fun k => ?_) (fun k => ?_) (h4.const_div_atTop V)
  · unfold fockTerm
    positivity
  · exact (fockTerm_le (h k) hV (hi k)).trans (density_bound_le_quarter hV _ _)

/-- An orbital on a star of one centre (`none`) and `z ≥ 1` neighbours, with weight `1/2` on the
centre and `1/(2z)` on each neighbour. -/
def starOrbital (z : ℕ) : Option (Fin z) → ℝ
  | none => √(1 / 2)
  | some _ => √(1 / (2 * (z : ℝ)))

/-- The one-body density matrix of one particle in the star orbital, for `z ≥ 1`. -/
def starDensity (z : ℕ) : Matrix (Option (Fin z)) (Option (Fin z)) ℂ :=
  Matrix.of fun a b => ((starOrbital z a * starOrbital z b : ℝ) : ℂ)

/-- For every `z ≥ 1` the star density matrix is a projector and a one-body density matrix, and
the Fock term of its centre with the `z` neighbours equals `V/(4z)`. -/
theorem starDensity_saturates {z : ℕ} (hz : 0 < z) (V : ℝ) :
    starDensity z * starDensity z = starDensity z ∧ IsOneBodyDensity (starDensity z) ∧
      fockTerm V (univ.erase none) (starDensity z) none = V / (4 * (z : ℝ)) := by
  have hz' : (z : ℝ) ≠ 0 := Nat.cast_ne_zero.mpr hz.ne'
  have hhalf : √(1 / 2 : ℝ) * √(1 / 2) = 1 / 2 := Real.mul_self_sqrt (by norm_num)
  -- the orbital is normalised
  have hnorm : ∑ c, starOrbital z c * starOrbital z c = 1 := by
    have h2 : √(1 / (2 * (z : ℝ))) * √(1 / (2 * (z : ℝ))) = 1 / (2 * (z : ℝ)) :=
      Real.mul_self_sqrt (by positivity)
    have h3 : (z : ℝ) * (1 / (2 * (z : ℝ))) = 1 / 2 := by field_simp
    rw [Fintype.sum_option]
    simp only [starOrbital, hhalf, h2, Finset.sum_const, Finset.card_univ, Fintype.card_fin,
      nsmul_eq_mul]
    rw [h3]
    norm_num
  have hP : starDensity z * starDensity z = starDensity z := by
    ext a b
    have hab : ∑ c, (starOrbital z a * starOrbital z c) * (starOrbital z c * starOrbital z b)
        = starOrbital z a * starOrbital z b := by
      calc _ = starOrbital z a * starOrbital z b * ∑ c, starOrbital z c * starOrbital z c := by
            rw [Finset.mul_sum]
            exact Finset.sum_congr rfl fun c _ => by ring
        _ = _ := by rw [hnorm, mul_one]
    simp only [Matrix.mul_apply, starDensity, Matrix.of_apply]
    exact_mod_cast hab
  have hH : (starDensity z).IsHermitian :=
    Matrix.IsHermitian.ext fun a b => by simp [starDensity, mul_comm]
  have h0 : starDensity z * (1 - starDensity z) = 0 := by
    rw [mul_sub, mul_one, hP, sub_self]
  refine ⟨hP, ⟨?_, ?_⟩, ?_⟩
  · have hp := Matrix.posSemidef_conjTranspose_mul_self (starDensity z)
    rwa [hH.eq, hP] at hp
  · have hp := Matrix.posSemidef_conjTranspose_mul_self (1 - starDensity z)
    rwa [Matrix.conjTranspose_sub, Matrix.conjTranspose_one, hH.eq, sub_mul, one_mul, h0,
      sub_zero] at hp
  · have hre : (starDensity z none none).re = 1 / 2 := by
      simp only [starDensity, Matrix.of_apply, Complex.ofReal_re, starOrbital]
      exact hhalf
    have hc : (univ.erase (none : Option (Fin z))).card = z := by
      simp [Finset.card_erase_of_mem]
    unfold fockTerm
    rw [sum_coherence_sq hH none, h0, hre, hc, Matrix.zero_apply, Complex.zero_re]
    ring

end

end HartreeFockInfiniteDimensions
```

```lean
#print axioms HartreeFockInfiniteDimensions.fockTerm_le
#print axioms HartreeFockInfiniteDimensions.hartree_and_fock
#print axioms HartreeFockInfiniteDimensions.fockTerm_tendsto_zero
#print axioms HartreeFockInfiniteDimensions.starDensity_saturates
```

```
'HartreeFockInfiniteDimensions.fockTerm_le' depends on axioms: [propext, Classical.choice, Quot.sound]
'HartreeFockInfiniteDimensions.hartree_and_fock' depends on axioms: [propext, Classical.choice, Quot.sound]
'HartreeFockInfiniteDimensions.fockTerm_tendsto_zero' depends on axioms: [propext, Classical.choice, Quot.sound]
'HartreeFockInfiniteDimensions.starDensity_saturates' depends on axioms: [propext, Classical.choice, Quot.sound]
```

## Bounds at fixed z and in the limit

Let \(S\) be a nonempty set of \(z\) sites that does not contain \(i\). The two quantities compared are

\[
F_i=\frac Vz\sum_{j\in S}|\rho_{ij}|^2,\qquad
H=\frac Vz\sum_{j\in S}\rho_{jj},
\]

written `fockTerm V S ρ i` and `hartreeShift V S ρ`, with `S.card` for \(z\). For \(V\ge 0\), `fockTerm_le` and `density_bound_le_quarter` together give

\[
F_i\le \frac{V\rho_{ii}(1-\rho_{ii})}{z}\le\frac{V}{4z}.
\]

If every site has density \(n\), `hartree_and_fock` adds \(H=Vn\). In `fockTerm_tendsto_zero` the site type, the density matrix and \(S\) may all change along the sequence. Only \(V\) stays fixed, and \(F_i\to0\) whenever \(z\to\infty\).

## Fermions with a scaled intersite repulsion

The matrix `ρ : Matrix ι ι ℂ` describes spinless fermions on a finite set of sites `ι`. `IsOneBodyDensity` requires \(\rho\ge0\) and \(1-\rho\ge0\): no orbital has negative occupation, and by the Pauli principle none holds more than one particle. Hermiticity is part of `PosSemidef`, so the diagonal is real and `(ρ i i).re` is simply the density of site \(i\).

The scaling \(V/z\) keeps the total coupling of a site equal to \(V\), which is why the Hartree shift stays finite. The shift is a potential, while \(F_i\) is the magnitude of the exchange energy on the bonds from \(i\) to \(S\); exchange enters the energy with a minus sign.

No lattice geometry, hopping or self-consistency condition enters, and \(S\) need not consist of nearest neighbours. The result supports keeping only the Hartree part of an intersite density-density repulsion in the large-coordination limit of dynamical mean-field theory, at the level of a Hartree–Fock decoupling. Correlation effects beyond that decoupling are not treated.

## A limited budget of coherence

The bound holds because a site has a limited total coherence to share among all others. First,

\[
\rho(1-\rho)=\rho(1-\rho)\rho+(1-\rho)\rho(1-\rho).
\]

Both terms on the right have the form \(A^\dagger BA\) with \(B\ge0\), so \(\rho(1-\rho)\ge0\). This is `particle_hole_posSemidef`, where `noncomm_ring` checks the identity.

Next, Hermiticity turns the full row sum into a diagonal element:

\[
\sum_j|\rho_{ij}|^2=\sum_j\rho_{ij}\rho_{ji}=(\rho^2)_{ii}
=\rho_{ii}-[\rho(1-\rho)]_{ii}.
\]

Removing the term \(j=i\), which is \(\rho_{ii}^2\), gives `sum_coherence_sq`:

\[
\sum_{j\ne i}|\rho_{ij}|^2=\rho_{ii}(1-\rho_{ii})-[\rho(1-\rho)]_{ii}.
\]

In `fockTerm_le` the last term is dropped because it subtracts a nonnegative number. Restricting the sum to \(S\) can only lower it, since all its terms are nonnegative, and multiplying by \(V/z\ge0\) gives the first bound. The second follows from

\[
\tfrac14-x(1-x)=\left(x-\tfrac12\right)^2\ge0,
\]

which is the square passed to `nlinarith`.

At uniform density the Hartree sum has \(z\) equal terms, so \(H=(V/z)\,zn=Vn\). For the limit, `squeeze_zero` traps \(F_i\) between \(0\) and \(V/(4z)\).

## A star that reaches the bound

The constant \(1/4\) is attained for every \(z\ge1\). Put one particle on a star with centre \(0\) and \(z\) neighbours, in the normalised orbital

\[
\phi_0=\frac1{\sqrt2},\qquad \phi_j=\frac1{\sqrt{2z}},\qquad
\frac12+z\cdot\frac1{2z}=1.
\]

Then \(\rho_{ab}=\phi_a\phi_b\) satisfies \(\rho^2=\rho\). Since \(\rho\) and \(1-\rho\) are both Hermitian projectors, each equals its own \(A^\dagger A\) and is positive semidefinite. The Fock term of the centre is

\[
F_0=\frac Vz\cdot z\cdot\frac12\cdot\frac1{2z}=\frac V{4z}.
\]

`starDensity_saturates` obtains this value from `sum_coherence_sq`: \(\rho(1-\rho)=0\), so nothing is subtracted, and \(\rho_{00}=1/2\) leaves exactly \(1/4\). The centre is `none` in the code. The example shows that the general bound is sharp. For \(z>1\) the densities on the star are not uniform, so it leaves open whether the bound is also reached at uniform density.
